# On a switching path with parameter in [0, 1], more than 2L/q equal steps suffice to recover the polarisation change from values known modulo the quantum q > 0, if the polarisation changes at a rate of at most L

The theorem `sampling_criterion` concerns a polarisation, modelled as a real function `P`, along a switching path with parameter in [0, 1]. It assumes that |P(t) − P(s)| ≤ L|t − s| on the path, and that at the ends of `N` equal steps the polarisation is known exactly, save for an unknown integer number of quanta `q`. If 2L < Nq, then reducing each successive difference of the known values by the nearest integer multiple of `q` and summing the results gives the true change P(1) − P(0). The proof bounds each true step by L/N, which is less than q/2, and then applies the branch-tracking theorem `trackedChange_eq`.

Lean 4 with Mathlib refuses this proof:

```lean
import Mathlib

open Finset

namespace SamplingCriterion

noncomputable section

/-- The computed polarisation `a` agrees with the true polarisation `p` up to an integer
number of polarisation quanta `q`. -/
def SameModQuantum (q a p : ℝ) : Prop := ∃ m : ℤ, a = p + m * q

/-- The polarisation difference `x` reduced by the nearest integer multiple of the
quantum `q`, for `q ≠ 0`. -/
def minStep (q x : ℝ) : ℝ := x - q * round (x / q)

/-- The polarisation change obtained by summing the reduced differences of the first
`n` successive pairs of computed values `a`, for a quantum `q ≠ 0`. -/
def trackedChange (q : ℝ) (a : ℕ → ℝ) (n : ℕ) : ℝ :=
  ∑ j ∈ range n, minStep q (a (j + 1) - a j)

/-- Adding an integer number of quanta to a polarisation difference does not change its
reduced value. -/
theorem minStep_add_quanta {q : ℝ} (x : ℝ) (m : ℤ) :
    minStep q (x + m * q) = minStep q x := by
  rcases eq_or_ne q 0 with rfl | hq
  · simp [minStep]
  · have h : (x + m * q) / q = x / q + m := by field_simp
    unfold minStep
    rw [h, round_add_intCast]
    push_cast
    ring

/-- The reduced difference of two computed polarisations equals the reduced difference of
the true ones, whatever branches the computed values lie on. -/
theorem minStep_observed {q a b p r : ℝ} (ha : SameModQuantum q a p)
    (hb : SameModQuantum q b r) : minStep q (b - a) = minStep q (r - p) := by
  obtain ⟨m, hm⟩ := ha
  obtain ⟨k, hk⟩ := hb
  have h : b - a = (r - p) + ((k - m : ℤ) : ℝ) * q := by
    rw [hm, hk]
    push_cast
    ring
  rw [h, minStep_add_quanta]

/-- A difference that lies within less than half a quantum of `k` quanta is reduced by
exactly `k` quanta. -/
theorem minStep_eq_sub {q x : ℝ} (k : ℤ) (h : |x - k * q| < q / 2) :
    minStep q x = x - k * q := by
  have hq : 0 < q := by linarith [abs_nonneg (x - k * q)]
  obtain ⟨h1, h2⟩ := abs_lt.mp h
  have l1 : (k : ℝ) - 1 / 2 < x / q := by
    rw [lt_div_iff₀ hq]
    linarith
  have l2 : x / q < (k : ℝ) + 1 / 2 := by
    rw [div_lt_iff₀ hq]
    linarith
  have hr : round (x / q) = k := by
    rw [round_eq, Int.floor_eq_iff]
    constructor <;> linarith
  unfold minStep
  rw [hr]
  ring

/-- Branch tracking: if every true polarisation step is smaller than half a quantum, the
reduced differences of the values known modulo the quantum sum to the true total change. -/
theorem trackedChange_eq {q : ℝ} {a p : ℕ → ℝ} {n : ℕ}
    (ha : ∀ j ≤ n, SameModQuantum q (a j) (p j))
    (hstep : ∀ j < n, |p (j + 1) - p j| < q / 2) :
    trackedChange q a n = p n - p 0 := by
  -- each reduced step is the true step, and the true steps telescope
  rw [← Finset.sum_range_sub p n]
  unfold trackedChange
  refine Finset.sum_congr rfl fun j hj => ?_
  have hj' : j < n := Finset.mem_range.mp hj
  rw [minStep_observed (ha j hj'.le) (ha (j + 1) hj')]
  have h := minStep_eq_sub (q := q) (x := p (j + 1) - p j) 0 (by simpa using hstep j hj')
  simpa using h

/-- If the polarisation changes at a rate of at most `L` along a switching path on `[0, 1]`, then
the tracked change of values known modulo the quantum `q` at the ends of `N` equal steps, with
`2 L < N q`, equals the true switching change. -/
theorem sampling_criterion {q L : ℝ} {P : ℝ → ℝ} {a : ℕ → ℝ} {N : ℕ}
    (hP : ∀ s ∈ Set.Icc (0 : ℝ) 1, ∀ t ∈ Set.Icc (0 : ℝ) 1, |P t - P s| ≤ L * |t - s|)
    (hN : 2 * L < N * q)
    (ha : ∀ j ≤ N, SameModQuantum q (a j) (P ((j : ℝ) / N))) :
    trackedChange q a N = P 1 - P 0 := by
  have hL : 0 ≤ L := by
    have h := (abs_nonneg _).trans (hP 0 (by simp) 1 (by simp))
    simpa using h
  have hpos : 0 < N := Nat.pos_of_ne_zero (by
    intro h0
    rw [h0, Nat.cast_zero, zero_mul] at hN
    linarith)
  have hNr : (0 : ℝ) < N := by exact_mod_cast hpos
  -- every sampling point lies on the path
  have hmem : ∀ j ≤ N, (j : ℝ) / N ∈ Set.Icc (0 : ℝ) 1 := by
    intro j hj
    have hj' : (j : ℝ) ≤ N := by exact_mod_cast hj
    exact ⟨by positivity, by rw [div_le_iff₀ hNr]; linarith⟩
  have main := trackedChange_eq (p := fun j : ℕ => P ((j : ℝ) / N)) ha (by
    intro j hj
    have h := hP _ (hmem j hj.le) _ (hmem (j + 1) hj)
    have hd : ((j + 1 : ℕ) : ℝ) / N - (j : ℝ) / N = 1 / N := by
      push_cast
      ring
    rw [hd, abs_of_pos (by positivity)] at h
    -- the rate bound keeps each step below half a quantum
    have hs : L * (1 / (N : ℝ)) < q / 2 := by
      rw [mul_one_div, div_lt_iff₀ hNr]
      linarith
    exact lt_of_le_of_lt h hs)
  simpa [div_self hNr.ne'] using main

end

end SamplingCriterion
```

The compiler's answer:

```
Main.lean:107:27: error: failed to prove positivity/nonnegativity/nonzeroness
Main.lean:112:25: error: Application type mismatch: The argument
  h
has type
  P (↑(j + 1) / ↑N) - P (↑j / ↑N) ≤ L * |1 / ↑N|
but is expected to have type
  |P (↑(j + 1) / ↑N) - P (↑j / ↑N)| ≤ L * (1 / ↑N)
in the application
  lt_of_le_of_lt h
```

The change, after which it compiles:

```diff
@@ -105,5 +105,6 @@
       push_cast
       ring
-    rw [hd, abs_of_pos (by positivity)] at h
+    have hp : (0 : ℝ) < 1 / (N : ℝ) := one_div_pos.mpr hNr
+    rw [hd, abs_of_pos hp] at h
     -- the rate bound keeps each step below half a quantum
     have hs : L * (1 / (N : ℝ)) < q / 2 := by
```

After `rw [hd]`, the hypothesis `h` contains two absolute values: that of the polarisation step on the left, and `|1 / ↑N|` on the right. The rewrite with `abs_of_pos (by positivity)` was meant for the second, but nothing in the term says which number is positive, so its pattern is the absolute value of anything, and it matched the first. `positivity` was then asked to show that the polarisation step is positive, which does not follow from the hypotheses, since the polarisation may fall; this is the first error.

The second error is a consequence. Lean carried on with the rewritten `h`, which had lost the bars on the left and kept those on the right, so it no longer fitted the bound that `lt_of_le_of_lt` needed.

The repair first proves `hp`, which states that `1 / (N : ℝ)` is positive, from `hNr`. With `abs_of_pos hp` the pattern is exactly `|1 / ↑N|`, so the rewrite removes the intended bars and `h` has the required form, which cures both errors.
